# Power steps with a real symmetric matrix never lower the Rayleigh quotient exactly when distinct eigenvalues have nonnegative pairwise sums

Let $A$ be a real symmetric matrix and $R(x)$ its Rayleigh quotient, the expectation value of $A$ in the state $x$. Then $R(Ax)\ge R(x)$ holds for every $x$ with $Ax\neq 0$ if and only if any two distinct eigenvalues of $A$ have nonnegative sum. Positive semidefiniteness is sufficient, because it makes all eigenvalues nonnegative, but it is not necessary.

The question arises when power iteration is used to find a ground state. For a Hamiltonian given as a finite real symmetric matrix $H$, one iterates with $A=c\,\mathbb 1-H$, where $c$ is a chosen real shift. A rising quotient of $A$ is then a falling energy. The criterion says that the energy never rises in a step, from any starting vector, exactly when $c$ is at least the mean of every pair of distinct energies. The shift may therefore lie below the highest energy.

The theorems concern the exact product $Ax$. A program computes a rounded one, and carrying the inequality over to it would need a separate error estimate. Normalising the iterate after each step changes nothing, since $R$ does not depend on the length of its argument.

## Quotient, eigenvalue and gain

In the Lean code `n` is not a number but the finite set of basis labels. A vector is a function `n → ℝ`, `x ⬝ᵥ y` is the dot product $x\cdot y$, and `A *ᵥ x` is $Ax$. I write $|x|^2=x\cdot x$.

```lean
import Mathlib

open Matrix

namespace PowerIterationMonotonicity

noncomputable section

variable {n : Type*} [Fintype n]
```

The Rayleigh quotient is
$$R(x)=\frac{x\cdot Ax}{x\cdot x}.$$
The function `rayleigh` takes a proof that $x\neq0$ as an argument, so the quotient of a zero vector cannot even be written down.

```lean
/-- The Rayleigh quotient `⟨x, A x⟩ / ⟨x, x⟩`, defined for nonzero vectors `x` only. -/
def rayleigh (A : Matrix n n ℝ) (x : n → ℝ) (_hx : x ≠ 0) : ℝ :=
  (x ⬝ᵥ A *ᵥ x) / (x ⬝ᵥ x)
```

The property under study is a statement about all starting vectors, not about a typical or a converged one. It needs $Ax\neq 0$ for $R(Ax)$ to make sense.

```lean
/-- A power step `x ↦ A x` never lowers the Rayleigh quotient, whatever the vector `x`
with `A x` nonzero. -/
def PowerStepMonotone (A : Matrix n n ℝ) : Prop :=
  ∀ (x : n → ℝ) (hx : x ≠ 0) (hAx : A *ᵥ x ≠ 0),
    rayleigh A x hx ≤ rayleigh A (A *ᵥ x) hAx
```

An eigenvalue is a real number with a nonzero eigenvector, which need not be normalised.

```lean
/-- The number `μ` is an eigenvalue of `A`: some nonzero vector satisfies `A v = μ v`. -/
def IsEigenvalue (A : Matrix n n ℝ) (μ : ℝ) : Prop :=
  ∃ v : n → ℝ, v ≠ 0 ∧ A *ᵥ v = μ • v
```

Finally, the difference $R(Ax)-R(x)$ is multiplied by both denominators. I call the result the gain of the step, which is not a textbook term:
$$G(x)=(Ax\cdot A^2x)\,(x\cdot x)-(x\cdot Ax)\,(Ax\cdot Ax).$$
For a unit vector $x$, the actual change of the quotient is $G(x)/|Ax|^2$.

```lean
/-- The gain of a power step: the difference of the Rayleigh quotients of `A x` and `x`,
multiplied by both denominators. -/
def stepGain (A : Matrix n n ℝ) (x : n → ℝ) : ℝ :=
  (A *ᵥ x ⬝ᵥ A *ᵥ (A *ᵥ x)) * (x ⬝ᵥ x) - (x ⬝ᵥ A *ᵥ x) * (A *ᵥ x ⬝ᵥ A *ᵥ x)
```

## (a) Positive squared length

Show that a nonzero real vector satisfies
$$x\cdot x>0.$$

The number $x\cdot x=\sum_i x_i^2$ is a sum of squares, hence nonnegative. It vanishes only if every $x_i$ vanishes, which is excluded. The Lean term combines these two facts, "at least zero" and "not zero", through `lt_of_le_of_ne`.

```lean
/-- A nonzero real vector has positive squared length. -/
theorem dot_self_pos {x : n → ℝ} (hx : x ≠ 0) : 0 < x ⬝ᵥ x :=
  lt_of_le_of_ne (Finset.sum_nonneg fun i _ => mul_self_nonneg (x i))
    (fun h => hx (dotProduct_self_eq_zero.mp h.symm))
```

## (b) From quotients to the sign of the gain

Show that for $x\neq0$ and $Ax\neq0$
$$R(x)\le R(Ax)\iff 0\le G(x).$$

Written out, the left side is
$$\frac{x\cdot Ax}{x\cdot x}\le\frac{Ax\cdot A^2x}{Ax\cdot Ax}.$$
Both denominators are positive by (a), so multiplying through by them preserves the inequality:
$$(x\cdot Ax)(Ax\cdot Ax)\le(Ax\cdot A^2x)(x\cdot x).$$
Moving everything to the right gives $0\le G(x)$. Symmetry of $A$ is not used. The lemma `div_le_div_iff₀` does the cross-multiplication and `sub_nonneg` the last rearrangement.

```lean
/-- For `x` and `A x` nonzero, the power step does not lower the Rayleigh quotient exactly
when its gain is nonnegative. -/
theorem rayleigh_le_iff (A : Matrix n n ℝ) (x : n → ℝ) (hx : x ≠ 0) (hAx : A *ᵥ x ≠ 0) :
    rayleigh A x hx ≤ rayleigh A (A *ᵥ x) hAx ↔ 0 ≤ stepGain A x := by
  unfold rayleigh stepGain
  rw [div_le_div_iff₀ (dot_self_pos hx) (dot_self_pos hAx), sub_nonneg]
```

## (c) Moving a symmetric matrix across the dot product

Show that for symmetric $A$ and any vectors $u,v$
$$u\cdot Av=Au\cdot v.$$

In components,
$$u\cdot Av=\sum_{i,j}u_iA_{ij}v_j=\sum_j\Big(\sum_i A_{ij}u_i\Big)v_j=A^{T}u\cdot v,$$
and $A^T=A$. In Lean the hypothesis is `A.IsHermitian`. For real entries complex conjugation does nothing, so this is symmetry; the step `hT` extracts $A^T=A$ from it.

```lean
/-- A real symmetric matrix can be moved from one side of the inner product to the other. -/
theorem dot_mulVec_symm {A : Matrix n n ℝ} (hA : A.IsHermitian) (u v : n → ℝ) :
    u ⬝ᵥ A *ᵥ v = A *ᵥ u ⬝ᵥ v := by
  have hT : Aᵀ = A := by
    simpa [conjTranspose_eq_transpose_of_trivial] using hA.eq
  rw [Matrix.dotProduct_mulVec, ← Matrix.mulVec_transpose, hT]
```

## (d) The gain of a two-mode superposition

Let $A$ be symmetric with $Au=\mu u$, $Av=\nu v$ and $\mu\neq\nu$. Show that
$$G(u+v)=|u|^2|v|^2(\mu-\nu)^2(\mu+\nu).$$

By (c), $\nu\,u\cdot v=u\cdot Av=Au\cdot v=\mu\,u\cdot v$, so $(\mu-\nu)\,u\cdot v=0$ and the two vectors are orthogonal. With $p=|u|^2$, $q=|v|^2$ and $x=u+v$, the cross terms drop out:
$$x\cdot x=p+q,\quad x\cdot Ax=\mu p+\nu q,\quad Ax\cdot Ax=\mu^2p+\nu^2q,\quad Ax\cdot A^2x=\mu^3p+\nu^3q.$$
Hence
$$G(x)=(\mu^3p+\nu^3q)(p+q)-(\mu p+\nu q)(\mu^2p+\nu^2q).$$
The terms in $p^2$ and $q^2$ cancel, which leaves
$$G(x)=pq\,(\mu^3+\nu^3-\mu\nu^2-\mu^2\nu)=pq\,(\mu-\nu)^2(\mu+\nu).$$

For unit vectors $u$ and $v$ this means that the quotient changes by $(\mu-\nu)^2(\mu+\nu)/\big(2(\mu^2+\nu^2)\big)$.

The Lean proof first establishes orthogonality in both orders, `huv` and `hvu`. Then `simp only` expands the dot products, and `ring` does the final algebra.

```lean
/-- For a real symmetric matrix and a superposition of two eigenvectors with distinct
eigenvalues `μ` and `ν`, the gain is `|u|² |v|² (μ - ν)² (μ + ν)`. -/
theorem stepGain_two_modes {A : Matrix n n ℝ} (hA : A.IsHermitian) {u v : n → ℝ} {μ ν : ℝ}
    (hu : A *ᵥ u = μ • u) (hv : A *ᵥ v = ν • v) (hne : μ ≠ ν) :
    stepGain A (u + v) = (u ⬝ᵥ u) * (v ⬝ᵥ v) * (μ - ν) ^ 2 * (μ + ν) := by
  -- eigenvectors with distinct eigenvalues are orthogonal
  have huv : u ⬝ᵥ v = 0 := by
    have h := dot_mulVec_symm hA u v
    rw [hu, hv, dotProduct_smul, smul_dotProduct, smul_eq_mul, smul_eq_mul] at h
    have h' : (μ - ν) * (u ⬝ᵥ v) = 0 := by linarith
    exact (mul_eq_zero.mp h').resolve_left (sub_ne_zero.mpr hne)
  have hvu : v ⬝ᵥ u = 0 := by rw [dotProduct_comm, huv]
  simp only [stepGain, Matrix.mulVec_add, hu, hv, Matrix.mulVec_smul, dotProduct_add,
    add_dotProduct, smul_dotProduct, dotProduct_smul, smul_eq_mul, huv, hvu]
  ring
```

## (e) Amplitudes after a power step

A real symmetric matrix has an orthonormal eigenbasis $e_i$ with eigenvalues $\lambda_i$, repeated according to multiplicity. In Lean these are `hA.eigenvectorBasis i` and `hA.eigenvalues i`, labelled by the same set `n` as the matrix rows. The amplitude of $x$ along $e_i$ is $a_i(x)=e_i\cdot x$. The suffix `.ofLp` only turns a vector of Mathlib's Euclidean space into a plain function.

```lean
variable [DecidableEq n]

/-- The amplitude of `x` along the `i`-th vector of an orthonormal eigenbasis of the real
symmetric matrix `A`. -/
def amplitude {A : Matrix n n ℝ} (hA : A.IsHermitian) (x : n → ℝ) (i : n) : ℝ :=
  (hA.eigenvectorBasis i).ofLp ⬝ᵥ x
```

Show that
$$a_i(Ax)=\lambda_i\,a_i(x).$$

By (c), $e_i\cdot Ax=Ae_i\cdot x=\lambda_i\,e_i\cdot x$. The Lean proof rewrites with the same two facts: `dot_mulVec_symm`, then the eigenvalue equation `h`.

```lean
/-- A power step multiplies each eigenbasis amplitude by its eigenvalue. -/
theorem amplitude_mulVec {A : Matrix n n ℝ} (hA : A.IsHermitian) (x : n → ℝ) (i : n) :
    amplitude hA (A *ᵥ x) i = hA.eigenvalues i * amplitude hA x i := by
  have h : A *ᵥ (hA.eigenvectorBasis i).ofLp
      = hA.eigenvalues i • (hA.eigenvectorBasis i).ofLp := hA.mulVec_eigenvectorBasis i
  unfold amplitude
  rw [dot_mulVec_symm hA, h, smul_dotProduct, smul_eq_mul]
```

## (f) Dot products in the eigenbasis

Show that
$$x\cdot y=\sum_i a_i(x)\,a_i(y).$$

Insert the resolution of the identity, $y=\sum_i e_i\,(e_i\cdot y)$, to get $x\cdot y=\sum_i(x\cdot e_i)(e_i\cdot y)$. Mathlib has this completeness relation as `sum_inner_mul_inner`, stated for its abstract inner product. The step `key` identifies that inner product with the dot product, and the remaining lines match the two sums term by term.

```lean
/-- The inner product of two vectors is the sum of the products of their eigenbasis
amplitudes. -/
theorem dot_eq_sum_amplitude {A : Matrix n n ℝ} (hA : A.IsHermitian) (x y : n → ℝ) :
    x ⬝ᵥ y = ∑ i, amplitude hA x i * amplitude hA y i := by
  have key : ∀ u v : EuclideanSpace ℝ n, inner ℝ u v = u.ofLp ⬝ᵥ v.ofLp := by
    intro u v
    simp [PiLp.inner_apply, dotProduct, mul_comm]
  have h := hA.eigenvectorBasis.sum_inner_mul_inner (WithLp.toLp 2 x) (WithLp.toLp 2 y)
  simp only [key] at h
  rw [← h]
  refine Finset.sum_congr rfl fun i _ => ?_
  unfold amplitude
  rw [dotProduct_comm (hA.eigenvectorBasis i).ofLp x]
```

## (g) The gain as a sum over pairs of modes

Write $a_i$ for $a_i(x)$ and show that
$$2G(x)=\sum_{i,j}(\lambda_i-\lambda_j)^2(\lambda_i+\lambda_j)\,a_i^2a_j^2.$$

By (e) and (f), every dot product in $G$ is a moment $m_k=\sum_i\lambda_i^k a_i^2$, and $G=m_3m_0-m_1m_2$. Write each product twice, with the factors in both orders:
$$2G=m_3m_0+m_0m_3-m_1m_2-m_2m_1=\sum_{i,j}\big(\lambda_i^3+\lambda_j^3-\lambda_i\lambda_j^2-\lambda_i^2\lambda_j\big)a_i^2a_j^2.$$
The bracket factorises as in (d).

The helper `h2` is the doubling with swapped factors. It makes the summand symmetric in $i$ and $j$, so that the identity holds term by term and `ring` can close it for each pair.

```lean
/-- Twice the gain of a power step with a real symmetric matrix is a sum over pairs of
eigenmodes, each weighted by `(λᵢ - λⱼ)² (λᵢ + λⱼ)` and the two squared amplitudes. -/
theorem two_mul_stepGain {A : Matrix n n ℝ} (hA : A.IsHermitian) (x : n → ℝ) :
    2 * stepGain A x = ∑ i, ∑ j,
      (hA.eigenvalues i - hA.eigenvalues j) ^ 2 * (hA.eigenvalues i + hA.eigenvalues j) *
        (amplitude hA x i ^ 2 * amplitude hA x j ^ 2) := by
  -- symmetrise the products of moments in the two summation indices
  have h2 : ∀ p q r s : ℝ, 2 * (p * q - r * s) = p * q + q * p - r * s - s * r := by
    intros
    ring
  unfold stepGain
  rw [h2]
  simp only [dot_eq_sum_amplitude hA, amplitude_mulVec, Finset.sum_mul_sum,
    ← Finset.sum_add_distrib, ← Finset.sum_sub_distrib]
  refine Finset.sum_congr rfl fun i _ => Finset.sum_congr rfl fun j _ => ?_
  ring
```

## (h) The criterion

Show that for symmetric $A$
$$\big[R(x)\le R(Ax)\ \text{ whenever } Ax\neq0\big]\iff\big[\mu+\nu\ge0\ \text{ for all eigenvalues }\mu\neq\nu\big].$$

*From left to right.* Suppose that two distinct eigenvalues have $\mu+\nu<0$, with eigenvectors $u$ and $v$. Take $x=u+v$. In (d) the factors $|u|^2$, $|v|^2$ and $(\mu-\nu)^2$ are positive, so $G(x)<0$. The image $Ax$ is nonzero, since $Ax=0$ would make the gain vanish, and then $x$ is nonzero too. By (b) the quotient drops for this $x$, which contradicts the assumption.

*From right to left.* Take any $x$ with $Ax\neq0$. By (b) it is enough to show $G(x)\ge0$. In the double sum of (g), a pair with $\lambda_i=\lambda_j$ contributes zero. A pair with $\lambda_i\neq\lambda_j$ contributes a nonnegative amount, because $\lambda_i+\lambda_j\ge0$ by assumption. So $2G(x)\ge0$.

In the Lean proof, `hg` is the negative gain of the superposition, and `hAx` and `hx` are the two nonvanishing statements. In the second half, `hev` confirms that each listed $\lambda_i$ is an eigenvalue in the sense of `IsEigenvalue`, and `by_cases hij` separates equal from distinct eigenvalues.

```lean
/-- For a real symmetric matrix, power steps never lower the Rayleigh quotient if and only if
any two distinct eigenvalues have nonnegative sum. -/
theorem powerStepMonotone_iff {A : Matrix n n ℝ} (hA : A.IsHermitian) :
    PowerStepMonotone A ↔
      ∀ μ ν : ℝ, IsEigenvalue A μ → IsEigenvalue A ν → μ ≠ ν → 0 ≤ μ + ν := by
  constructor
  · rintro h μ ν ⟨u, hu0, hu⟩ ⟨v, hv0, hv⟩ hne
    by_contra hneg
    -- the superposition of the two offending modes has negative gain
    have hg : stepGain A (u + v) < 0 := by
      rw [stepGain_two_modes hA hu hv hne]
      have hsq : 0 < (μ - ν) ^ 2 := pow_pos_of_ne hne
      exact mul_neg_of_pos_of_neg
        (mul_pos (mul_pos (dot_self_pos hu0) (dot_self_pos hv0)) hsq) (not_le.mp hneg)
    have hAx : A *ᵥ (u + v) ≠ 0 := by
      intro h0
      rw [stepGain, h0] at hg
      simp at hg
    have hx : u + v ≠ 0 := by
      intro h0
      rw [h0, Matrix.mulVec_zero] at hAx
      exact hAx rfl
    exact absurd ((rayleigh_le_iff A _ hx hAx).mp (h _ hx hAx)) (not_le.mpr hg)
  · intro h x hx hAx
    rw [rayleigh_le_iff]
    have hev : ∀ i, IsEigenvalue A (hA.eigenvalues i) := fun i =>
      ⟨(hA.eigenvectorBasis i).ofLp, fun h0 => hA.eigenvectorBasis.orthonormal.ne_zero i
        (by ext k; exact congrFun h0 k), hA.mulVec_eigenvectorBasis i⟩
    -- every pair of modes contributes a nonnegative amount
    have hs : 0 ≤ 2 * stepGain A x := by
      rw [two_mul_stepGain hA]
      refine Finset.sum_nonneg fun i _ => Finset.sum_nonneg fun j _ => ?_
      by_cases hij : hA.eigenvalues i = hA.eigenvalues j
      · simp [hij]
      · exact mul_nonneg (mul_nonneg (sq_nonneg _) (h _ _ (hev i) (hev j) hij))
          (mul_nonneg (sq_nonneg _) (sq_nonneg _))
    linarith
where
  pow_pos_of_ne {a b : ℝ} (hab : a ≠ b) : 0 < (a - b) ^ 2 :=
    sq_pos_of_ne_zero (sub_ne_zero.mpr hab)
  sq_pos_of_ne_zero {c : ℝ} (hc : c ≠ 0) : 0 < c ^ 2 := by positivity
```

## (i) An indefinite matrix with the monotonicity property

Let $A=\mathrm{diag}(2,-1)$ and $x=(x_0,x_1)$. Show that
$$G(x)=9\,(x_0x_1)^2,$$
and conclude that power steps with $A$ never lower the quotient although $A$ is not positive semidefinite.

Here $Ax=(2x_0,-x_1)$ and $A^2x=(4x_0,x_1)$, so
$$G(x)=(8x_0^2-x_1^2)(x_0^2+x_1^2)-(2x_0^2-x_1^2)(4x_0^2+x_1^2).$$
The fourth powers cancel, and the mixed terms give $7x_0^2x_1^2+2x_0^2x_1^2=9x_0^2x_1^2\ge0$. Part (b) then gives monotonicity. For a unit vector the quotient rises by $9x_0^2x_1^2/(4x_0^2+x_1^2)$. On the other hand, the vector $(0,1)$ has expectation value $-1$, so $A$ is not positive semidefinite.

The Lean proof computes the gain directly and needs only (b), not the criterion. Its second half evaluates the quadratic form on `![0, 1]`.

```lean
/-- Positive semidefiniteness is not necessary: for the matrix `diag(2, -1)`, which is not
positive semidefinite, power steps never lower the Rayleigh quotient. -/
theorem indefinite_monotone :
    PowerStepMonotone !![(2 : ℝ), 0; 0, -1] ∧ ¬ (!![(2 : ℝ), 0; 0, -1]).PosSemidef := by
  constructor
  · intro x hx hAx
    rw [rayleigh_le_iff]
    have hg : stepGain !![(2 : ℝ), 0; 0, -1] x = 9 * (x 0 * x 1) ^ 2 := by
      simp [stepGain, Matrix.mulVec, dotProduct, Fin.sum_univ_two]
      ring
    rw [hg]
    positivity
  · intro h
    -- the second basis vector has negative expectation value
    have h1 := h.dotProduct_mulVec_nonneg ![0, 1]
    norm_num [Matrix.mulVec, dotProduct, Fin.sum_univ_two] at h1

end

end PowerIterationMonotonicity
```

```lean
#print axioms PowerIterationMonotonicity.powerStepMonotone_iff
#print axioms PowerIterationMonotonicity.indefinite_monotone
```

```
'PowerIterationMonotonicity.powerStepMonotone_iff' depends on axioms: [propext, Classical.choice, Quot.sound]
'PowerIterationMonotonicity.indefinite_monotone' depends on axioms: [propext, Classical.choice, Quot.sound]
```

## A single eigenvalue, opposite eigenvalues, and a matrix without symmetry

For a $1\times1$ matrix there are no two distinct eigenvalues, so the condition holds trivially. The quotient is then constant, even if the single entry is negative. The same is true of any multiple of the identity. For any other symmetric $2\times2$ matrix, the condition is that the trace is nonnegative.

The borderline case is $\mu+\nu=0$, for example $A=\mathrm{diag}(1,-1)$. With this matrix every step leaves the quotient unchanged, and the iterate of $(1,1)$ alternates between $(1,1)$ and $(1,-1)$ for ever. Monotonicity is thus no guarantee of convergence to an eigenvector.

Without symmetry, even a real and nonnegative spectrum does not ensure monotonicity. Take
$$A=\begin{pmatrix}0&1\\0&0\end{pmatrix},\qquad x=(1,1),\qquad Ax=(1,0).$$
The only eigenvalue is $0$, so the condition on pairs holds, yet the quotient falls from $R(x)=\tfrac12$ to $R(Ax)=0$.
